# The Fisher–Lee trace formula and its channel bound for a finite two-lead device

Let a device have a Hermitian matrix \(H\) on finitely many orbitals. Let the columns of \(W_L\) and \(W_R\) describe its coupling to the channels of a left and a right lead, and set \(\Gamma_L=W_LW_L^\dagger\), \(\Gamma_R=W_RW_R^\dagger\). If \(E-H+\tfrac i2(\Gamma_L+\Gamma_R)\) has an inverse \(G\) at the real energy \(E\), then \(t=-iW_R^\dagger GW_L\) satisfies

\[
\operatorname{Tr}(t^\dagger t)=\operatorname{Tr}(\Gamma_RG\Gamma_LG^\dagger),\qquad
0\le\operatorname{Tr}(t^\dagger t)\le\min(N_L,N_R),
\]

where \(N_L\) and \(N_R\) are the numbers of columns of \(W_L\) and \(W_R\). For non-interacting electrons in an orthonormal orbital basis, this trace is the transmission that enters the Landauer conductance, provided that \(\Gamma_L\) and \(\Gamma_R\) are the broadenings due to the leads at energy \(E\) and that \(H\) includes the Hermitian part of the lead self-energies.

The name Fisher–Lee usually refers to the relation that expresses the transmission amplitudes, defined by scattering states in the leads, through the Green function. Here that expression for \(t\) is taken as a definition, and the theorem concerns its consequences.

## Device, leads and scattering matrices

The finite types `n`, `l` and `r` label the orbitals, the left channels and the right channels. Thus \(N_L\) is `Fintype.card l` and \(N_R\) is `Fintype.card r`.

```lean
import Mathlib

open Matrix
open Complex (I)

namespace FisherLee

noncomputable section

variable {n l r : Type*} [Fintype n] [DecidableEq n] [Fintype l] [Fintype r]
```

A coupling matrix has one row per orbital and one column per channel. The lead density of states and the factor \(2\pi\) of the golden rule are absorbed into \(W\), so that the broadening is \(\Gamma=WW^\dagger\).

```lean
/-- The broadening matrix `Γ = W Wᴴ` of a lead with coupling matrix `W`. -/
def broadening (W : Matrix n l ℂ) : Matrix n n ℂ := W * Wᴴ
```

Write \(M=E-H+\tfrac i2(\Gamma_L+\Gamma_R)\). The plus sign makes \(G=M^{-1}\) the retarded Green function. The leads contribute only the anti-Hermitian self-energy \(-\tfrac i2(\Gamma_L+\Gamma_R)\); any Hermitian level shift at energy \(E\) must be included in \(H\).

```lean
/-- The inverse Green function `E - H + i (ΓL + ΓR) / 2` of a device with two leads. -/
def inverseGreen (E : ℝ) (H : Matrix n n ℂ) (WL : Matrix n l ℂ) (WR : Matrix n r ℂ) :
    Matrix n n ℂ :=
  (E : ℂ) • (1 : Matrix n n ℂ) - H + (I / 2) • (broadening WL + broadening WR)
```

The transmission matrix takes left-channel amplitudes to right-channel amplitudes, so its rows are indexed by `r` and its columns by `l`.

```lean
/-- The transmission matrix `t = -i WRᴴ G WL` from the left to the right channels. -/
def transmissionMatrix (G : Matrix n n ℂ) (WL : Matrix n l ℂ) (WR : Matrix n r ℂ) :
    Matrix r l ℂ := (-I) • (WRᴴ * G * WL)
```

Each lead also has a reflection matrix, \(r_L=1-iW_L^\dagger GW_L\) or \(r_R=1-iW_R^\dagger GW_R\).

```lean
/-- The reflection matrix `1 - i Wᴴ G W` of a lead with coupling matrix `W`. -/
def reflectionMatrix [DecidableEq l] (G : Matrix n n ℂ) (W : Matrix n l ℂ) : Matrix l l ℂ :=
  1 - I • (Wᴴ * G * W)
```

The total transmission is the sum of the probabilities \(|t_{ij}|^2\) over all pairs of channels, written as a trace. Its Lean type is complex, so its reality has to be proved.

```lean
/-- The total transmission `Tr(tᴴ t)`. -/
def totalTransmission (G : Matrix n n ℂ) (WL : Matrix n l ℂ) (WR : Matrix n r ℂ) : ℂ :=
  ((transmissionMatrix G WL WR)ᴴ * transmissionMatrix G WL WR).trace
```

## Broadening as the anti-Hermitian part

Since \(E\) is real and \(H\), \(\Gamma_L\) and \(\Gamma_R\) are Hermitian, only the sign of the last term changes under the adjoint:

\[
M-M^\dagger=\tfrac i2(\Gamma_L+\Gamma_R)+\tfrac i2(\Gamma_L+\Gamma_R)=i(\Gamma_L+\Gamma_R).
\]

The hypothesis `hH` enters here: the isolated device neither creates nor absorbs particles.

```lean
omit [Fintype n] in
/-- The inverse Green function differs from its adjoint by `i` times the total broadening. -/
theorem inverseGreen_sub_adjoint (E : ℝ) {H : Matrix n n ℂ} (hH : H.IsHermitian)
    (WL : Matrix n l ℂ) (WR : Matrix n r ℂ) :
    inverseGreen E H WL WR - (inverseGreen E H WL WR)ᴴ
      = I • (broadening WL + broadening WR) := by
  have hs : star (I / 2) = -(I / 2) := by
    change (starRingEnd ℂ) (I / 2) = _
    rw [map_div₀, Complex.conj_I, map_ofNat, neg_div]
  have hE : star (E : ℂ) = E := Complex.conj_ofReal E
  have hΓ : (broadening WL + broadening WR)ᴴ = broadening WL + broadening WR := by
    simp only [broadening, conjTranspose_add, conjTranspose_mul, conjTranspose_conjTranspose]
  rw [inverseGreen, conjTranspose_add, conjTranspose_sub, conjTranspose_smul,
    conjTranspose_smul, conjTranspose_one, hH.eq, hΓ, hs, hE, neg_smul,
    add_sub_add_left_eq_sub, sub_neg_eq_add, ← add_smul, add_halves]
```

The hypothesis `hG` says \(MG=1\). Physically, it excludes a state of the device at energy \(E\) that is decoupled from both leads. For square matrices it also gives \(GM=1\), and taking adjoints gives \(G^\dagger M^\dagger=M^\dagger G^\dagger=1\). Hence

\[
\begin{aligned}
G^\dagger-G&=G^\dagger(M-M^\dagger)G=iG^\dagger(\Gamma_L+\Gamma_R)G,\\
G^\dagger-G&=G(M-M^\dagger)G^\dagger=iG(\Gamma_L+\Gamma_R)G^\dagger.
\end{aligned}
\]

The two `calc` blocks carry out these lines.

```lean
/-- The difference `Gᴴ - G` is `i` times the total broadening placed between `Gᴴ` and `G`,
in either order. -/
theorem green_adjoint_sub {E : ℝ} {H G : Matrix n n ℂ} (hH : H.IsHermitian)
    {WL : Matrix n l ℂ} {WR : Matrix n r ℂ} (hG : inverseGreen E H WL WR * G = 1) :
    Gᴴ - G = I • (Gᴴ * (broadening WL + broadening WR) * G) ∧
    Gᴴ - G = I • (G * (broadening WL + broadening WR) * Gᴴ) := by
  have hM := inverseGreen_sub_adjoint E hH WL WR
  generalize inverseGreen E H WL WR = M at hG hM
  have hG' : G * M = 1 := mul_eq_one_comm.mp hG
  have h1 : Gᴴ * Mᴴ = 1 := by rw [← conjTranspose_mul, hG, conjTranspose_one]
  have h2 : Mᴴ * Gᴴ = 1 := by rw [← conjTranspose_mul, hG', conjTranspose_one]
  constructor
  · calc Gᴴ - G = Gᴴ * (M * G) - (Gᴴ * Mᴴ) * G := by rw [hG, h1, mul_one, one_mul]
      _ = Gᴴ * (M - Mᴴ) * G := by rw [mul_sub, sub_mul, mul_assoc Gᴴ M G]
      _ = _ := by rw [hM, Matrix.mul_smul, Matrix.smul_mul]
  · calc Gᴴ - G = (G * M) * Gᴴ - G * (Mᴴ * Gᴴ) := by rw [hG', h2, mul_one, one_mul]
      _ = G * (M - Mᴴ) * Gᴴ := by rw [mul_sub, sub_mul, mul_assoc G Mᴴ Gᴴ]
      _ = _ := by rw [hM, Matrix.mul_smul, Matrix.smul_mul]
```

## Flux conservation at each lead

Both flux relations rest on one cancellation. Suppose \(c^2=-1\) and \(A-X=c(AX+Z)\). Then

\[
\begin{aligned}
(1+cA)(1-cX)+Z&=1+c(A-X)-c^2AX+Z\\
&=1-(AX+Z)+AX+Z=1.
\end{aligned}
\]

The first lemma does the linear bookkeeping, treating the product \(AX\) as a single vector `p`.

```lean
private lemma flux_vector {V : Type*} [AddCommGroup V] [Module ℂ V] (c : ℂ)
    (hc : c * c = -1) (u a x p z : V) (h : a - x = c • (p + z)) :
    u + c • a - c • (x + c • p) + z = u := by
  calc u + c • a - c • (x + c • p) + z = u + c • (a - x) - (c * c) • p + z := by
        rw [smul_add, smul_smul, smul_sub]
        abel
    _ = u := by
        rw [h, smul_smul, hc]
        simp only [neg_smul, one_smul]
        abel
```

The second expands the matrix product and applies it.

```lean
private lemma flux_algebra [DecidableEq l] (c : ℂ) (hc : c * c = -1) (A X Z : Matrix l l ℂ)
    (h : A - X = c • (A * X + Z)) : (1 + c • A) * (1 - c • X) + Z = 1 := by
  rw [mul_sub, mul_one, Matrix.mul_smul, Matrix.add_mul, Matrix.one_mul, Matrix.smul_mul]
  exact flux_vector c hc 1 A X (A * X) Z h
```

To use this at the left lead, take the adjoint of the reflection matrix: \(r_L^\dagger=1+iW_L^\dagger G^\dagger W_L\).

```lean
omit [DecidableEq n] [Fintype l] in
private lemma reflection_adjoint [DecidableEq l] (G : Matrix n n ℂ) (W : Matrix n l ℂ) :
    (reflectionMatrix G W)ᴴ = 1 + I • (Wᴴ * Gᴴ * W) := by
  rw [reflectionMatrix, conjTranspose_sub, conjTranspose_one, conjTranspose_smul,
    conjTranspose_mul, conjTranspose_mul, conjTranspose_conjTranspose,
    show star I = -I from Complex.conj_I, neg_smul, sub_neg_eq_add, Matrix.mul_assoc]
```

In the transmission products the phases cancel, because \((-i)^*(-i)=1\), and the inner couplings combine into a broadening:

\[
t^\dagger t=W_L^\dagger G^\dagger\Gamma_RGW_L,\qquad
tt^\dagger=W_R^\dagger G\Gamma_LG^\dagger W_R.
\]

```lean
omit [DecidableEq n] in
private lemma transmission_products (G : Matrix n n ℂ) (WL : Matrix n l ℂ)
    (WR : Matrix n r ℂ) :
    (transmissionMatrix G WL WR)ᴴ * transmissionMatrix G WL WR
      = (WLᴴ * Gᴴ) * (broadening WR * G * WL) ∧
    transmissionMatrix G WL WR * (transmissionMatrix G WL WR)ᴴ
      = (WRᴴ * G) * (broadening WL * Gᴴ * WR) := by
  have hs : star I = -I := Complex.conj_I
  constructor <;>
  simp only [transmissionMatrix, broadening, conjTranspose_smul, conjTranspose_mul,
    conjTranspose_conjTranspose, Matrix.smul_mul, Matrix.mul_smul, smul_smul, star_neg, hs,
    neg_neg, mul_neg, neg_mul, Complex.I_mul_I, one_smul, Matrix.mul_assoc]
```

Now set \(A=W_L^\dagger G^\dagger W_L\), \(X=W_L^\dagger GW_L\) and \(Z=t^\dagger t\). Placing the first Green function identity between \(W_L^\dagger\) and \(W_L\) gives \(A-X=i(AX+Z)\), since the \(\Gamma_L\) term factors into \(AX\). With \(c=i\), the cancellation yields

\[
r_L^\dagger r_L+t^\dagger t=1.
\]

In Lean, `congrArg` inserts the outer couplings, and `simp only` brings both sides to the same expanded form.

```lean
/-- Flux conservation for waves entering from the left lead: `rᴴ r + tᴴ t = 1`. -/
theorem flux_conservation_left [DecidableEq l] {E : ℝ} {H G : Matrix n n ℂ}
    (hH : H.IsHermitian)
    {WL : Matrix n l ℂ} {WR : Matrix n r ℂ} (hG : inverseGreen E H WL WR * G = 1) :
    (reflectionMatrix G WL)ᴴ * reflectionMatrix G WL
      + (transmissionMatrix G WL WR)ᴴ * transmissionMatrix G WL WR = 1 := by
  rw [reflection_adjoint, (transmission_products G WL WR).1, reflectionMatrix]
  apply flux_algebra I Complex.I_mul_I
  -- place the Green function identity between the left couplings
  have h := congrArg (fun A => WLᴴ * A * WL) (green_adjoint_sub hH hG).1
  simp only [broadening, Matrix.mul_sub, Matrix.sub_mul, Matrix.mul_add, Matrix.add_mul,
    Matrix.mul_smul, Matrix.smul_mul, Matrix.mul_assoc] at h ⊢
  exact h
```

At the right lead, set \(A=W_R^\dagger GW_R\), \(X=W_R^\dagger G^\dagger W_R\) and \(Z=tt^\dagger\). The second identity gives \(X-A=i(AX+Z)\), so the same cancellation applies with \(c=-i\):

\[
r_Rr_R^\dagger+tt^\dagger=1.
\]

```lean
/-- The companion relation at the right lead: `r' r'ᴴ + t tᴴ = 1`, with `r'` the reflection
matrix of the right lead. -/
theorem flux_conservation_right [DecidableEq r] {E : ℝ} {H G : Matrix n n ℂ}
    (hH : H.IsHermitian)
    {WL : Matrix n l ℂ} {WR : Matrix n r ℂ} (hG : inverseGreen E H WL WR * G = 1) :
    reflectionMatrix G WR * (reflectionMatrix G WR)ᴴ
      + transmissionMatrix G WL WR * (transmissionMatrix G WL WR)ᴴ = 1 := by
  have e1 : reflectionMatrix G WR = 1 + (-I) • (WRᴴ * G * WR) := by
    rw [reflectionMatrix, neg_smul, sub_eq_add_neg]
  have e2 : (reflectionMatrix G WR)ᴴ = 1 - (-I) • (WRᴴ * Gᴴ * WR) := by
    rw [reflection_adjoint, neg_smul, sub_neg_eq_add]
  rw [e2, e1, (transmission_products G WL WR).2]
  apply flux_algebra (-I) (by rw [neg_mul_neg, Complex.I_mul_I])
  -- place the Green function identity between the right couplings
  have h := congrArg (fun A => WRᴴ * A * WR) (green_adjoint_sub hH hG).2
  simp only [broadening, Matrix.mul_sub, Matrix.sub_mul, Matrix.mul_add, Matrix.add_mul,
    Matrix.mul_smul, Matrix.smul_mul, Matrix.mul_assoc] at h ⊢
  rw [neg_smul, add_comm, ← h, neg_sub]
```

## The trace formula and the bound

For any rectangular matrix \(A\),

\[
\operatorname{Tr}(A^\dagger A)=\sum_j\sum_i|A_{ij}|^2 .
\]

```lean
/-- The trace of `Aᴴ A` is the sum of the squared moduli of all entries of `A`. -/
theorem trace_adjoint_mul_self (A : Matrix r l ℂ) :
    (Aᴴ * A).trace = ((∑ j, ∑ i, ‖A i j‖ ^ 2 : ℝ) : ℂ) := by
  simp only [Matrix.trace, Matrix.diag_apply, Matrix.mul_apply, conjTranspose_apply,
    Complex.ofReal_sum]
  refine Finset.sum_congr rfl fun j _ => Finset.sum_congr rfl fun i _ => ?_
  rw [← Complex.normSq_eq_norm_sq]
  exact Complex.normSq_eq_conj_mul_self.symm
```

Such a trace therefore has a nonnegative real part.

```lean
private lemma trace_re_nonneg (A : Matrix r l ℂ) : 0 ≤ (Aᴴ * A).trace.re := by
  rw [trace_adjoint_mul_self, Complex.ofReal_re]
  exact Finset.sum_nonneg fun j _ => Finset.sum_nonneg fun i _ => sq_nonneg _
```

Cyclicity of the trace moves \(W_L^\dagger G^\dagger\) to the end:

\[
\operatorname{Tr}(t^\dagger t)
=\operatorname{Tr}(\Gamma_RGW_LW_L^\dagger G^\dagger)
=\operatorname{Tr}(\Gamma_RG\Gamma_LG^\dagger).
\]

The traces of the flux relations give

\[
\begin{aligned}
N_L&=\operatorname{Tr}(r_L^\dagger r_L)+\operatorname{Tr}(t^\dagger t),\\
N_R&=\operatorname{Tr}(r_R^\dagger r_R)+\operatorname{Tr}(t^\dagger t),
\end{aligned}
\]

where cyclicity has reordered the products in the second line. The reflection traces are nonnegative, so both bounds follow; `linarith` performs this last step. The theorem states the four conclusions in order: the trace identity, zero imaginary part, nonnegative real part and the upper bound.

```lean
/-- For a Hermitian device with Green function `G`, `Tr(tᴴ t)` equals `Tr(ΓR G ΓL Gᴴ)`; it is
real, nonnegative and at most the smaller of the two channel numbers. -/
theorem fisher_lee {E : ℝ} {H G : Matrix n n ℂ} (hH : H.IsHermitian)
    {WL : Matrix n l ℂ} {WR : Matrix n r ℂ} (hG : inverseGreen E H WL WR * G = 1) :
    totalTransmission G WL WR = (broadening WR * G * broadening WL * Gᴴ).trace ∧
    (totalTransmission G WL WR).im = 0 ∧ 0 ≤ (totalTransmission G WL WR).re ∧
    (totalTransmission G WL WR).re ≤ min (Fintype.card l : ℝ) (Fintype.card r : ℝ) := by
  classical
  unfold totalTransmission
  refine ⟨?_, ?_, trace_re_nonneg _, le_min ?_ ?_⟩
  · -- cyclicity of the trace
    rw [(transmission_products G WL WR).1, Matrix.trace_mul_comm]
    simp only [broadening, Matrix.mul_assoc]
  · rw [trace_adjoint_mul_self, Complex.ofReal_im]
  · -- what is not transmitted is reflected into the left lead
    have h := congrArg (fun A => (Matrix.trace A).re) (flux_conservation_left hH hG)
    simp only [Matrix.trace_add, Matrix.trace_one, Complex.add_re, Complex.natCast_re] at h
    have h0 := trace_re_nonneg (reflectionMatrix G WL)
    linarith
  · have h := congrArg (fun A => (Matrix.trace A).re) (flux_conservation_right hH hG)
    simp only [Matrix.trace_add, Matrix.trace_one, Complex.add_re, Complex.natCast_re] at h
    rw [Matrix.trace_mul_comm (reflectionMatrix G WR),
      Matrix.trace_mul_comm (transmissionMatrix G WL WR)] at h
    have h0 := trace_re_nonneg (reflectionMatrix G WR)
    linarith
```

Without Hermiticity the upper bound can fail. Take one orbital and one channel per lead, with \(W_L=W_R=1\) and \(H=E+\tfrac i2\). Then \(M=\tfrac i2\), \(G=-2i\) and \(t=-2\), so the transmission is \(4\) although each lead has only one channel. The positive imaginary part of \(H\) represents gain inside the device.

## A resonant device that attains the bound

Let \(H=E\cdot1\) and \(W_L=W_R=1\), so that each orbital is resonant and couples equally to one channel on each side. Then \(M=i\cdot1\), \(G=-i\cdot1\) and \(t=-1\), which gives

\[
\operatorname{Tr}(t^\dagger t)=\operatorname{Tr}(1)=N_L=N_R.
\]

The theorem checks both hypotheses for this device and evaluates its transmission. The bound is thus attained for every common number of channels; the example does not treat leads with different channel numbers.

```lean
/-- The device `H = E` with unit couplings to both leads has Green function `-i`, and its total
transmission equals the number of channels in each lead. -/
theorem fisher_lee_witness (E : ℝ) :
    ((E : ℂ) • (1 : Matrix n n ℂ)).IsHermitian ∧
    inverseGreen E ((E : ℂ) • 1) (1 : Matrix n n ℂ) (1 : Matrix n n ℂ)
      * ((-I) • (1 : Matrix n n ℂ)) = 1 ∧
    totalTransmission ((-I) • 1) (1 : Matrix n n ℂ) (1 : Matrix n n ℂ)
      = (Fintype.card n : ℂ) := by
  refine ⟨?_, ?_, ?_⟩
  · rw [Matrix.IsHermitian, conjTranspose_smul, conjTranspose_one,
      show star (E : ℂ) = E from Complex.conj_ofReal E]
  · rw [inverseGreen, broadening, conjTranspose_one, Matrix.mul_one, sub_self, zero_add,
      smul_add, ← add_smul, add_halves, Matrix.smul_mul, Matrix.one_mul, smul_smul, mul_neg,
      Complex.I_mul_I, neg_neg, one_smul]
  · have h : transmissionMatrix ((-I) • 1) (1 : Matrix n n ℂ) (1 : Matrix n n ℂ) = -1 := by
      rw [transmissionMatrix, conjTranspose_one, Matrix.one_mul, Matrix.mul_one, smul_smul,
        neg_mul_neg, Complex.I_mul_I, neg_smul, one_smul]
    rw [totalTransmission, h, conjTranspose_neg, conjTranspose_one, neg_mul_neg,
      Matrix.one_mul, Matrix.trace_one]

end

end FisherLee
```

```lean
#print axioms FisherLee.fisher_lee
```

```
'FisherLee.fisher_lee' depends on axioms: [propext, Classical.choice, Quot.sound]
```
